# After $k$ iterated bootstrap corrections, the plug-in variance of $n$ independent, identically distributed data points with finite variance $\sigma^2$ has bias $-\sigma^2/n^{k+1}$

A statistic is taken here to be a real function of exactly $n$ real data points, and the bootstrap is a linear operator $B$ on the space of all such functions. It sends a statistic $T$ to its average over every ordered resample of size $n$ drawn with replacement:

$$(BT)(x)=\frac{1}{n^n}\sum_{r} T(x_{r(0)},\dots,x_{r(n-1)}),$$

where $r$ runs over all $n^n$ maps from $\{0,\dots,n-1\}$ to itself. Because $BT$ is again a statistic of $n$ points, $B$ can be applied repeatedly, and $B^2$ averages over resamples of resamples. No random numbers enter the definition.

## The corrected variance and its expectation

Write $\bar x$ for the sample mean and $V(x)=\frac1n\sum_i (x_i-\bar x)^2$ for the plug-in variance. With $I$ the identity operator, the correction iterated $k$ times is

$$C_kV=\sum_{j=0}^{k}(I-B)^jV .$$

The case $k=0$ is $V$ itself, and $k=1$ is the usual bootstrap bias correction $2V-BV$. If the data are pairwise independent and identically distributed with finite variance $\sigma^2$, then for every $n\ge 1$

$$\mathbb E[C_kV]=\sigma^2\left(1-n^{-(k+1)}\right).$$

## Error bars from a few independent runs

Suppose that each of $n$ simulation runs yields one number, such as a time average. A code that estimates the variance of this number between runs with the divisor $n$ meets the $k=0$ bias directly, and the formula gives its exact size when the $n$ numbers are independent and identically distributed with finite variance. Dividing $C_kV$ by $n$ estimates the squared standard error of the mean, with the same relative bias. Successive frames of one trajectory are generally correlated and do not meet the hypothesis.

For the variance alone, the divisor $n-1$ removes the bias with far less work. The relation $BV=(1-1/n)V$, derived below, is more useful as an exact reference for a code that implements nested resampling for general statistics: at $n=3$ there are only 27 resamples, and full enumeration must reproduce $BV=\tfrac23V$ and, with a second level of resampling, $B^2V=\tfrac49V$, up to rounding on any data set.

## From one resampling step to the geometric sum

**A quadratic form.** Let $c$ be any real number and put $d_i=x_i-c$, with mean $\bar d$. Since $x_i-\bar x=d_i-\bar d$,

$$V=\frac1n\sum_i d_i^2-\bar d^{\,2}=\sum_{i,j}w_{ij}d_id_j,\qquad w_{ij}=\frac{\delta_{ij}}n-\frac1{n^2}.$$

If the products $d_id_j$ average to $s\,\delta_{ij}$ for some number $s$, then $V$ averages to

$$\sum_{i,j}w_{ij}\,s\,\delta_{ij}=n\left(\frac1n-\frac1{n^2}\right)s=\left(1-\frac1n\right)s .$$

This computation is used twice, once for resampling and once for the probability distribution of the data.

**Average over resamples.** Hold the data fixed and take $c=\bar x$. For $i=j$, each data point is chosen by $r(i)$ in $n^{n-1}$ of the resamples, so

$$\frac1{n^n}\sum_r(x_{r(i)}-\bar x)^2=\frac1n\sum_a(x_a-\bar x)^2=V(x).$$

For $i\ne j$, each ordered pair of data points, repetition allowed, is chosen by $(r(i),r(j))$ in $n^{n-2}$ resamples, and

$$\frac1{n^n}\sum_r(x_{r(i)}-\bar x)(x_{r(j)}-\bar x)=\frac1{n^2}\Big(\sum_a(x_a-\bar x)\Big)^2=0 .$$

Thus $s=V(x)$, and $BV=(1-1/n)V$. The plug-in variance is an eigenvector of $B$ whenever it is not identically zero.

**Iteration.** It follows that $(I-B)V=V/n$. By linearity, $(I-B)^jV=n^{-j}V$, and hence

$$C_kV=\Big(\sum_{j=0}^{k}n^{-j}\Big)V .$$

This holds on every data set, with no assumption about where the data came from.

**Expectation.** Now let the data be random with common mean $m$, and take $c=m$. Independence makes the covariances vanish for $i\ne j$, so $s=\sigma^2$ and $\mathbb E[V]=(1-1/n)\sigma^2$. Therefore

$$\mathbb E[C_kV]=\sigma^2\left(1-\frac1n\right)\sum_{j=0}^{k}n^{-j}=\sigma^2\left(1-n^{-(k+1)}\right),$$

because the product telescopes.

**Two points, and many iterations.** For $n=2$, $V=(x_0-x_1)^2/4$. Two of the four resamples repeat a single point and give zero; the other two give $V$. So $BV=V/2$, and the expectations for $k=0,1,2$ are $\tfrac12\sigma^2$, $\tfrac34\sigma^2$ and $\tfrac78\sigma^2$. For any $n\ge2$, the geometric sum tends to $n/(n-1)$ as $k\to\infty$, which turns $V$ into the sample variance with divisor $n-1$. For $n=1$, both $V$ and the right-hand side of the expectation formula are zero, and iteration changes nothing.

## The Lean file

```lean
import Mathlib

open MeasureTheory ProbabilityTheory Filter

namespace IteratedBootstrap

noncomputable section

/-- A statistic assigns a real number to a sample of `n` real data points. -/
abbrev Statistic (n : ℕ) := (Fin n → ℝ) → ℝ

/-- The bootstrap operator averages a statistic over all `n ^ n` ordered resamples
drawn with replacement from the data. -/
def bootstrap (n : ℕ) : Module.End ℝ (Statistic n) where
  toFun T := fun x => (∑ r : Fin n → Fin n, T (fun i => x (r i))) / (n : ℝ) ^ n
  map_add' S T := by
    funext x
    simp [Finset.sum_add_distrib, add_div]
  map_smul' c T := by
    funext x
    simp [← Finset.mul_sum, mul_div_assoc]

/-- The arithmetic mean of the data. -/
def sampleMean {n : ℕ} (x : Fin n → ℝ) : ℝ := (∑ i, x i) / n

/-- The plug-in variance: the mean squared deviation from the sample mean, with divisor `n`. -/
def pluginVar (n : ℕ) : Statistic n := fun x => (∑ i, (x i - sampleMean x) ^ 2) / n

/-- The bootstrap bias correction iterated `k` times: the sum of `(1 - B) ^ j` applied to the
statistic, for `j = 0, ..., k`. -/
def iteratedCorrection {n : ℕ} (k : ℕ) (T : Statistic n) : Statistic n :=
  ∑ j ∈ Finset.range (k + 1), ((1 - bootstrap n) ^ j) T

/-- The coefficients of the plug-in variance as a quadratic form in the data. -/
def weight (n : ℕ) (i j : Fin n) : ℝ := (if i = j then 1 / (n : ℝ) else 0) - 1 / (n : ℝ) ^ 2

/-- The plug-in variance is a quadratic form in the deviations from any reference value `c`. -/
theorem pluginVar_eq {n : ℕ} [NeZero n] (x : Fin n → ℝ) (c : ℝ) :
    pluginVar n x = ∑ i, ∑ j, weight n i j * ((x i - c) * (x j - c)) := by
  have hn : (n : ℝ) ≠ 0 := Nat.cast_ne_zero.mpr (NeZero.ne n)
  have hq : ∀ z : Fin n → ℝ, ∑ i, ∑ j, weight n i j * (z i * z j)
      = (∑ i, z i ^ 2) / n - (∑ i, z i) ^ 2 / (n : ℝ) ^ 2 := by
    intro z
    have hrow : ∀ i, ∑ j, weight n i j * (z i * z j)
        = z i ^ 2 / n - z i * (∑ j, z j) / (n : ℝ) ^ 2 := by
      intro i
      simp only [weight, sub_mul, ite_mul, zero_mul, Finset.sum_sub_distrib,
        Finset.sum_ite_eq, Finset.mem_univ, if_true]
      rw [← Finset.mul_sum, ← Finset.mul_sum]
      ring
    rw [Finset.sum_congr rfl (fun i _ => hrow i), Finset.sum_sub_distrib,
      ← Finset.sum_div, ← Finset.sum_div, ← Finset.sum_mul]
    ring
  -- expansion of the squared deviations about an arbitrary point
  have hs : ∀ d : ℝ, ∑ i, (x i - d) ^ 2 = ∑ i, x i ^ 2 - 2 * d * ∑ i, x i + n * d ^ 2 := by
    intro d
    have h : ∀ i, (x i - d) ^ 2 = x i ^ 2 - 2 * d * x i + d ^ 2 := fun i => by ring
    rw [Finset.sum_congr rfl (fun i _ => h i), Finset.sum_add_distrib,
      Finset.sum_sub_distrib, ← Finset.mul_sum]
    simp
  have hl : ∑ i, (x i - c) = ∑ i, x i - n * c := by
    simp [Finset.sum_sub_distrib]
  rw [hq (fun i => x i - c), hs c, hl, pluginVar, hs, sampleMean]
  field_simp
  ring

/-- The sum of the coefficients `weight n i j` times the entries of the diagonal matrix with
constant diagonal entry `s` is `(1 - 1/n) s`. -/
theorem weight_sum {n : ℕ} [NeZero n] (s : ℝ) :
    ∑ i, ∑ j, weight n i j * (if i = j then s else 0) = (1 - 1 / (n : ℝ)) * s := by
  have hn : (n : ℝ) ≠ 0 := Nat.cast_ne_zero.mpr (NeZero.ne n)
  simp only [mul_ite, mul_zero, Finset.sum_ite_eq, Finset.mem_univ, if_true, weight,
    Finset.sum_const, Finset.card_univ, Fintype.card_fin, nsmul_eq_mul]
  field_simp

/-- Over all resamples, a centred function of draw `i` is uncorrelated with every function of
the other draws. -/
theorem resample_centred {n : ℕ} (f : Fin n → ℝ) (hf : ∑ a, f a = 0) (i : Fin n)
    (G : ({l : Fin n // l ≠ i} → Fin n) → ℝ) :
    ∑ r : Fin n → Fin n, f (r i) * G (fun l => r l) = 0 := by
  calc ∑ r : Fin n → Fin n, f (r i) * G (fun l => r l)
      = ∑ p : Fin n × ({l : Fin n // l ≠ i} → Fin n), f p.1 * G p.2 :=
        Fintype.sum_equiv (Equiv.funSplitAt i (Fin n)) _ _ (fun r => rfl)
    _ = 0 := by
        rw [Fintype.sum_prod_type]
        simp only [← Finset.mul_sum]
        rw [← Finset.sum_mul, hf, zero_mul]

/-- The bootstrap average of the plug-in variance is `1 - 1/n` times the plug-in variance. -/
theorem bootstrap_pluginVar {n : ℕ} [NeZero n] (x : Fin n → ℝ) :
    bootstrap n (pluginVar n) x = (1 - 1 / (n : ℝ)) * pluginVar n x := by
  have hn : (n : ℝ) ≠ 0 := Nat.cast_ne_zero.mpr (NeZero.ne n)
  have hc : ∀ f : Fin n → ℝ, ∑ a, (f a - sampleMean f) = 0 := by
    intro f
    have h : (n : ℝ) * sampleMean f = ∑ a, f a := by
      unfold sampleMean
      field_simp
    simp [Finset.sum_sub_distrib, h]
  -- each single draw is uniform over the data
  have hone : ∀ (f : Fin n → ℝ) (i : Fin n),
      ∑ r : Fin n → Fin n, f (r i) = (n : ℝ) ^ n * sampleMean f := by
    intro f i
    have h := resample_centred (fun a => f a - sampleMean f) (hc f) i (fun _ => 1)
    simp only [mul_one, Finset.sum_sub_distrib, Finset.sum_const, Finset.card_univ,
      Fintype.card_fun, Fintype.card_fin, nsmul_eq_mul, Nat.cast_pow] at h
    linarith
  -- second moments of the draws
  have hcov : ∀ i j : Fin n, ∑ r : Fin n → Fin n,
      (x (r i) - sampleMean x) * (x (r j) - sampleMean x)
        = if i = j then (n : ℝ) ^ n * pluginVar n x else 0 := by
    intro i j
    by_cases h : i = j
    · subst h
      rw [if_pos rfl]
      have h2 := hone (fun a => (x a - sampleMean x) ^ 2) i
      simp only [← pow_two]
      exact h2
    · rw [if_neg h]
      exact resample_centred (fun a => x a - sampleMean x) (hc x) i
        (fun s => x (s ⟨j, Ne.symm h⟩) - sampleMean x)
  have hsum : ∑ r : Fin n → Fin n, pluginVar n (fun i => x (r i))
      = (1 - 1 / (n : ℝ)) * ((n : ℝ) ^ n * pluginVar n x) := by
    refine Eq.trans ?_ (weight_sum _)
    rw [Finset.sum_congr rfl (fun (r : Fin n → Fin n) _ =>
      pluginVar_eq (fun i => x (r i)) (sampleMean x)), Finset.sum_comm]
    refine Finset.sum_congr rfl fun i _ => ?_
    rw [Finset.sum_comm]
    refine Finset.sum_congr rfl fun j _ => ?_
    rw [← Finset.mul_sum]
    exact congrArg (fun t => weight n i j * t) (hcov i j)
  change (∑ r : Fin n → Fin n, pluginVar n (fun i => x (r i))) / (n : ℝ) ^ n = _
  rw [hsum]
  field_simp

/-- On every data set, the iterated correction multiplies the plug-in variance by the finite
geometric sum of the powers of `1/n`. -/
theorem iteratedCorrection_pluginVar {n : ℕ} [NeZero n] (k : ℕ) (x : Fin n → ℝ) :
    iteratedCorrection k (pluginVar n) x
      = (∑ j ∈ Finset.range (k + 1), (1 / (n : ℝ)) ^ j) * pluginVar n x := by
  have h1 : (1 - bootstrap n) (pluginVar n) = (1 / (n : ℝ)) • pluginVar n := by
    funext y
    change pluginVar n y - bootstrap n (pluginVar n) y = 1 / (n : ℝ) * pluginVar n y
    rw [bootstrap_pluginVar]
    ring
  have hp : ∀ j : ℕ, ((1 - bootstrap n) ^ j) (pluginVar n)
      = (1 / (n : ℝ)) ^ j • pluginVar n := by
    intro j
    induction j with
    | zero => simp
    | succ j ih => rw [pow_succ', Module.End.mul_apply, ih, map_smul, h1, smul_smul, pow_succ]
  simp only [iteratedCorrection, hp, Finset.sum_apply, Pi.smul_apply, smul_eq_mul,
    Finset.sum_mul]

/-- For uncorrelated data with common mean `m` and common variance `s`, the plug-in variance
has expectation `(1 - 1/n) s`. -/
theorem integral_pluginVar {n : ℕ} [NeZero n] {Ω : Type*} [MeasurableSpace Ω]
    {μ : Measure Ω} [IsProbabilityMeasure μ] {X : Fin n → Ω → ℝ} {m s : ℝ}
    (hL : ∀ i, MemLp (X i) 2 μ) (hm : ∀ i, ∫ ω, X i ω ∂μ = m)
    (hcov : ∀ i j, covariance (X i) (X j) μ = if i = j then s else 0) :
    ∫ ω, pluginVar n (fun i => X i ω) ∂μ = (1 - 1 / (n : ℝ)) * s := by
  have h : ∀ i j, ∫ ω, (X i ω - m) * (X j ω - m) ∂μ = if i = j then s else 0 := by
    intro i j
    have h' := hcov i j
    simp only [covariance, hm] at h'
    exact h'
  have hint : ∀ i j, Integrable (fun ω => (X i ω - m) * (X j ω - m)) μ := fun i j =>
    ((hL i).sub (memLp_const m)).integrable_mul ((hL j).sub (memLp_const m))
  refine Eq.trans ?_ (weight_sum s)
  simp only [pluginVar_eq _ m]
  rw [MeasureTheory.integral_finsetSum _ (fun i _ => MeasureTheory.integrable_finsetSum _
    (fun j _ => (hint i j).const_mul _))]
  refine Finset.sum_congr rfl fun i _ => ?_
  rw [MeasureTheory.integral_finsetSum _ (fun j _ => (hint i j).const_mul _)]
  refine Finset.sum_congr rfl fun j _ => ?_
  rw [integral_const_mul, h]

/-- For pairwise independent, identically distributed data of finite variance `σ²`, the plug-in
variance after `k` iterated bootstrap corrections has expectation `σ² (1 - n^-(k+1))`. -/
theorem integral_iteratedCorrection {n : ℕ} {Ω : Type*} [MeasurableSpace Ω]
    {μ : Measure Ω} [IsProbabilityMeasure μ] {X : Fin n → Ω → ℝ} (i : Fin n)
    (hL : MemLp (X i) 2 μ) (hid : ∀ j, IdentDistrib (X i) (X j) μ μ)
    (hind : Pairwise fun j l => IndepFun (X j) (X l) μ) (k : ℕ) :
    ∫ ω, iteratedCorrection k (pluginVar n) (fun j => X j ω) ∂μ
      = variance (X i) μ * (1 - (1 / (n : ℝ)) ^ (k + 1)) := by
  have : NeZero n := ⟨(Fin.pos i).ne'⟩
  have hL' : ∀ j, MemLp (X j) 2 μ := fun j => (hid j).memLp_snd hL
  have hcov : ∀ j l, covariance (X j) (X l) μ = if j = l then variance (X i) μ else 0 := by
    intro j l
    by_cases h : j = l
    · subst h
      rw [if_pos rfl, covariance_self (hid j).aemeasurable_snd, (hid j).variance_eq]
    · rw [if_neg h]
      exact (hind h).covariance_eq_zero (hL' j) (hL' l)
  simp only [iteratedCorrection_pluginVar]
  rw [integral_const_mul, integral_pluginVar hL' (fun j => (hid j).integral_eq.symm) hcov,
    ← mul_neg_geom_sum]
  ring

/-- For at least two data points, the iterated corrections of the plug-in variance converge on
every data set to the sample variance with divisor `n - 1`. -/
theorem tendsto_iteratedCorrection {n : ℕ} (hn : 2 ≤ n) (x : Fin n → ℝ) :
    Tendsto (fun k => iteratedCorrection k (pluginVar n) x) atTop
      (nhds ((∑ i, (x i - sampleMean x) ^ 2) / ((n : ℝ) - 1))) := by
  have : NeZero n := ⟨by omega⟩
  have h2 : (2 : ℝ) ≤ n := by exact_mod_cast hn
  have h0 : (n : ℝ) ≠ 0 := by linarith
  have h1 : (n : ℝ) - 1 ≠ 0 := by linarith
  have hlt : 1 / (n : ℝ) < 1 := by
    rw [div_lt_one (by linarith)]
    linarith
  have hval : (∑ i, (x i - sampleMean x) ^ 2) / ((n : ℝ) - 1)
      = (1 - 1 / (n : ℝ))⁻¹ * pluginVar n x := by
    have h3 : 1 - 1 / (n : ℝ) = ((n : ℝ) - 1) / n := by field_simp
    rw [h3, pluginVar]
    field_simp
  -- the finite geometric sums converge to the full series
  have h := ((hasSum_geometric_of_lt_one (by positivity) hlt).tendsto_sum_nat.comp
    (tendsto_add_atTop_nat 1)).mul_const (pluginVar n x)
  rw [hval]
  exact h.congr (fun k => (iteratedCorrection_pluginVar k x).symm)

end

end IteratedBootstrap
```

```lean
#print axioms IteratedBootstrap.integral_iteratedCorrection
#print axioms IteratedBootstrap.tendsto_iteratedCorrection
```

```
'IteratedBootstrap.integral_iteratedCorrection' depends on axioms: [propext, Classical.choice, Quot.sound]
'IteratedBootstrap.tendsto_iteratedCorrection' depends on axioms: [propext, Classical.choice, Quot.sound]
```

## How the Lean statements express the result

`Statistic n` is the type of functions from `Fin n → ℝ` to `ℝ`, and `Fin n` supplies the indices $0,\dots,n-1$. `bootstrap n` is $B$, and its type `Module.End ℝ (Statistic n)` carries the proof of linearity. In that ring `1` is the identity operator and a power is repeated composition, so `(1 - bootstrap n) ^ j` is $(I-B)^j$. The range `Finset.range (k + 1)` contains $0,\dots,k$.

In `integral_iteratedCorrection`, the data are functions `X j` on a probability space with measure `μ`, and the expectation is an integral over that space. The hypotheses read as follows:

- The index `i` names one data point whose variance serves as $\sigma^2$. Its existence also makes the sample non-empty.
- `hL` says that this data point is square-integrable, which means that its mean and variance are finite.
- `hid` says that every data point has the same distribution as `X i`.
- `hind` asks for independence of each pair of distinct data points, which is weaker than joint independence.

The limit theorem, `tendsto_iteratedCorrection`, contains no probability. It takes a fixed data set with `2 ≤ n` and states convergence to the sample variance with divisor $n-1$.

## How the proof follows the derivation

`pluginVar_eq` proves the quadratic form for arbitrary `c` by expanding both sides into $\sum_i x_i$ and $\sum_i x_i^2$. `weight_sum` evaluates the form on $s\,\delta_{ij}$.

`resample_centred` handles the vanishing cross terms. It splits a resample into draw `i` and the remaining draws, using `Equiv.funSplitAt`, so that the sum factorises and the centred factor gives zero. With the constant function 1 in place of the other draws, the same lemma shows that each single draw is uniform over the data, which gives the terms with $i=j$. `bootstrap_pluginVar` combines these facts after exchanging the order of summation.

`iteratedCorrection_pluginVar` obtains $(I-B)^jV=n^{-j}V$ by induction on `j`. `integral_pluginVar` repeats the quadratic-form argument with integrals; it needs only a common mean, a common variance and zero covariances. The main theorem derives those conditions from its hypotheses and closes with `mul_neg_geom_sum`, the telescoping identity. The limit theorem uses the convergence of the geometric series with ratio $1/n<1$.

## Exact enumeration, real arithmetic and scatter

The theorems concern the average over all $n^n$ resamples, computed in real arithmetic. A code that draws a finite number of random resamples adds sampling noise to this average, and floating-point rounding is likewise absent from the statement. The operator is defined for every statistic, but the eigenvalue relation and the bias formula are proved for the plug-in variance only. They do not show that iteration reduces the bias of a ratio, a fitted parameter or a free-energy estimate.

The result fixes the expectation of the corrected variance and says nothing about its scatter from one data set to the next. Since $C_kV$ is $V$ times a constant that grows with $k$ when $n\ge2$, its standard deviation, when finite, is that constant times the standard deviation of $V$. The reduction in bias is therefore accompanied by a larger scatter whenever $V$ itself has non-zero scatter.
